# Conserved operators of a Lindblad generator with a faithful stationary state are its strong symmetries

If a finite-dimensional Lindblad equation has a positive definite stationary state, an operator X is conserved exactly when it commutes with the Hamiltonian H, every jump operator L_k and every adjoint L_k†. X need not be Hermitian. If it is, commuting with L_k already implies commuting with L_k†. "Strong symmetry" here means these commutation relations, though the term is often kept for unitary X.

For a finite Markovian model with a known full-rank stationary state, such as a Gibbs state that the bath leaves invariant, conserved quantities can thus be found from commutators alone. That a real system obeys such a master equation is an assumption about its environment.

## The generator in both pictures

The finite type `n` labels the basis states and `κ` the jumps. States and observables are complex matrices, and `ᴴ` is the dagger.

```lean
import Mathlib

open Matrix
open scoped ComplexOrder

namespace LindbladConservedObservables

noncomputable section

variable {n κ : Type*} [Fintype n] [Fintype κ]
```

With ħ = 1 and the rates absorbed into the jumps, a jump K contributes to the motion of the state

D_K(ρ) = KρK† − ½(K†Kρ + ρK†K).

```lean
/-- The dissipator of a single jump operator `K`, acting on density matrices. -/
def dissipator (K ρ : Matrix n n ℂ) : Matrix n n ℂ :=
  K * ρ * Kᴴ - (1 / 2 : ℂ) • (Kᴴ * K * ρ + ρ * (Kᴴ * K))
```

Its contribution to the motion of an observable is

D*_K(X) = K†XK − ½(K†KX + XK†K).

```lean
/-- The dissipator of a single jump operator `K`, acting on observables. -/
def dissipatorDual (K X : Matrix n n ℂ) : Matrix n n ℂ :=
  Kᴴ * X * K - (1 / 2 : ℂ) • (Kᴴ * K * X + X * (Kᴴ * K))
```

The Schrödinger generator is

G(ρ) = −i(Hρ − ρH) + Σ_k D_{L_k}(ρ).

```lean
/-- The Lindblad generator with Hamiltonian `H` and jumps `L k` (Schrödinger picture). -/
def lindblad (H : Matrix n n ℂ) (L : κ → Matrix n n ℂ) (ρ : Matrix n n ℂ) : Matrix n n ℂ :=
  -(Complex.I • (H * ρ - ρ * H)) + ∑ k, dissipator (L k) ρ
```

The Heisenberg generator, `lindbladDual`, is

G*(X) = i(HX − XH) + Σ_k D*_{L_k}(X).

```lean
/-- The adjoint Lindblad generator, which moves observables (Heisenberg picture). -/
def lindbladDual (H : Matrix n n ℂ) (L : κ → Matrix n n ℂ) (X : Matrix n n ℂ) :
    Matrix n n ℂ :=
  Complex.I • (H * X - X * H) + ∑ k, dissipatorDual (L k) X
```

Cyclicity of the trace connects the two:

Tr(XKρK†) = Tr(K†XKρ)
Tr(XρK†K) = Tr(K†KXρ)
−i Tr(X(Hρ − ρH)) = i Tr((HX − XH)ρ).

The remaining term, Tr(XK†Kρ), is the same in both pictures. Hence Tr(X G(ρ)) = Tr(G*(X) ρ), so G*(X) = 0 means that Tr(Xρ) has zero rate of change in every state. In the code, `linear_combination` adds up these cyclic identities.

```lean
/-- The two pictures agree: moving the state or moving the observable gives the same rate of
change of the expectation value. -/
theorem trace_duality (H : Matrix n n ℂ) (L : κ → Matrix n n ℂ) (X ρ : Matrix n n ℂ) :
    (X * lindblad H L ρ).trace = (lindbladDual H L X * ρ).trace := by
  -- each jump separately, by cyclicity of the trace
  have hd : ∀ k, (X * dissipator (L k) ρ).trace = (dissipatorDual (L k) X * ρ).trace := by
    intro k
    have h1 := Matrix.trace_mul_comm (X * L k * ρ) (L k)ᴴ
    have h2 := Matrix.trace_mul_comm (X * ρ) ((L k)ᴴ * L k)
    simp only [Matrix.mul_assoc] at h1 h2
    simp only [dissipator, dissipatorDual, Matrix.mul_sub, Matrix.mul_add, Matrix.sub_mul,
      Matrix.add_mul, Matrix.mul_smul, Matrix.smul_mul, Matrix.trace_sub, Matrix.trace_add,
      Matrix.trace_smul, Matrix.mul_assoc, smul_eq_mul]
    linear_combination h1 - 1 / 2 * h2
  have h3 := Matrix.trace_mul_comm (X * ρ) H
  simp only [Matrix.mul_assoc] at h3
  simp only [lindblad, lindbladDual, Matrix.mul_add, Matrix.add_mul, Matrix.mul_neg,
    Finset.mul_sum, Finset.sum_mul, Matrix.trace_add, Matrix.trace_sum, hd, Matrix.trace_neg,
    Matrix.mul_smul, Matrix.smul_mul, Matrix.trace_smul, Matrix.mul_sub, Matrix.sub_mul,
    Matrix.trace_sub, Matrix.mul_assoc, smul_eq_mul]
  linear_combination Complex.I * h3
```

## Squared commutators measure dissipation

For Hermitian H,

(i(HX − XH))† = i(HX† − X†H).

Also (K†XK)† = K†X†K, and the dagger turns K†KX + XK†K into the same expression with X† for X. Therefore G*(X†) = G*(X)†, and X† is conserved whenever X is.

```lean
/-- For Hermitian `H`, the adjoint generator commutes with taking the conjugate transpose. -/
theorem lindbladDual_conjTranspose {H : Matrix n n ℂ} (hH : H.IsHermitian)
    (L : κ → Matrix n n ℂ) (X : Matrix n n ℂ) :
    lindbladDual H L Xᴴ = (lindbladDual H L X)ᴴ := by
  have half : star (1 / 2 : ℂ) = 1 / 2 := by simp
  have hI : star Complex.I = -Complex.I := Complex.conj_I
  have hd : ∀ k, (dissipatorDual (L k) X)ᴴ = dissipatorDual (L k) Xᴴ := by
    intro k
    simp only [dissipatorDual, conjTranspose_sub, conjTranspose_smul, conjTranspose_add,
      conjTranspose_mul, conjTranspose_conjTranspose, half, Matrix.mul_assoc]
    module
  simp only [lindbladDual, conjTranspose_add, conjTranspose_sum, hd, conjTranspose_smul,
    conjTranspose_sub, conjTranspose_mul, hH.eq, hI]
  module
```

Next, expand D*_K(X†X) − X†D*_K(X) − D*_K(X†)X. The terms with X†X next to K†K cancel, leaving

K†X†XK − X†K†XK − K†X†KX + X†K†KX = (KX − XK)†(KX − XK).

The Hamiltonian part obeys the product rule and drops out. With C_k = L_kX − XL_k, summing over the jumps gives

G*(X†X) − X†G*(X) − G*(X†)X = Σ_k C_k†C_k.

After the products are expanded, `module` collects the terms.

```lean
/-- Dissipation identity: the failure of the adjoint generator to obey the product rule on
`Xᴴ * X` is the sum of the squared commutators of `X` with the jumps. -/
theorem dissipation_identity (H : Matrix n n ℂ) (L : κ → Matrix n n ℂ) (X : Matrix n n ℂ) :
    lindbladDual H L (Xᴴ * X) - Xᴴ * lindbladDual H L X - lindbladDual H L Xᴴ * X
      = ∑ k, (L k * X - X * L k)ᴴ * (L k * X - X * L k) := by
  have hk : ∀ k, dissipatorDual (L k) (Xᴴ * X) - Xᴴ * dissipatorDual (L k) X
      - dissipatorDual (L k) Xᴴ * X = (L k * X - X * L k)ᴴ * (L k * X - X * L k) := by
    intro k
    simp only [dissipatorDual, conjTranspose_sub, conjTranspose_mul, Matrix.mul_sub,
      Matrix.sub_mul, Matrix.mul_add, Matrix.add_mul, Matrix.mul_smul, Matrix.smul_mul,
      Matrix.mul_assoc]
    module
  -- the Hamiltonian part is a derivation and drops out
  have hc : Complex.I • (H * (Xᴴ * X) - Xᴴ * X * H) - Xᴴ * (Complex.I • (H * X - X * H))
      - (Complex.I • (H * Xᴴ - Xᴴ * H)) * X = 0 := by
    simp only [Matrix.mul_sub, Matrix.sub_mul, Matrix.mul_smul, Matrix.smul_mul,
      Matrix.mul_assoc]
    module
  rw [← Finset.sum_congr rfl (fun k _ => hk k), Finset.sum_sub_distrib,
    Finset.sum_sub_distrib, ← Finset.mul_sum, ← Finset.sum_mul]
  simp only [lindbladDual, Matrix.mul_add, Matrix.add_mul]
  rw [← sub_eq_zero, ← hc]
  abel
```

## Faithfulness makes the commutators vanish

Let v_i be the column vector whose entries are the complex conjugates of row i of a matrix A. Then

Tr(A†Aρ) = Tr(AρA†) = Σ_i v_i†ρv_i.

Every term is nonnegative. If such expectations for several matrices A_k sum to zero, each term is zero. Positive definiteness then forces every v_i, and so every A_k, to vanish. The lemma `Finset.sum_eq_zero_iff_of_nonneg` is used twice, for the jumps and for the rows.

```lean
/-- If `ρ` is positive definite and the expectations of `(A k)ᴴ * A k` in `ρ` sum to zero,
then every `A k` vanishes. -/
theorem eq_zero_of_faithful {ρ : Matrix n n ℂ} (hρ : ρ.PosDef) (A : κ → Matrix n n ℂ)
    (h : ∑ k, ((A k)ᴴ * A k * ρ).trace = 0) (k : κ) : A k = 0 := by
  -- write the expectation as a sum of quadratic forms of `ρ` over the rows of `A k`
  have key : ∀ k, ((A k)ᴴ * A k * ρ).trace
      = ∑ i, star (star (A k i)) ⬝ᵥ (ρ *ᵥ star (A k i)) := by
    intro k
    rw [Matrix.mul_assoc, Matrix.trace_mul_comm]
    simp only [Matrix.trace, Matrix.diag_apply, Matrix.mul_apply, conjTranspose_apply,
      dotProduct, Matrix.mulVec, Pi.star_apply, star_star, Finset.sum_mul, Finset.mul_sum]
    refine Finset.sum_congr rfl fun i _ => ?_
    rw [Finset.sum_comm]
    exact Finset.sum_congr rfl fun a _ => Finset.sum_congr rfl fun b _ => mul_assoc _ _ _
  have pos : ∀ k i, 0 ≤ star (star (A k i)) ⬝ᵥ (ρ *ᵥ star (A k i)) :=
    fun k i => hρ.posSemidef.dotProduct_mulVec_nonneg _
  simp only [key] at h
  have hk := (Finset.sum_eq_zero_iff_of_nonneg
    fun k _ => Finset.sum_nonneg fun i _ => pos k i).1 h k (Finset.mem_univ k)
  ext i j
  by_contra hij
  have hne : star (A k i) ≠ 0 := fun h0 => hij (by simpa using congrFun h0 j)
  exact (hρ.dotProduct_mulVec_pos hne).ne'
    ((Finset.sum_eq_zero_iff_of_nonneg fun i _ => pos k i).1 hk i (Finset.mem_univ i))
```

Now let G(ρ) = 0 and G*(X) = 0. Since G*(X†) = 0 too, the dissipation identity reduces to G*(X†X) = Σ_k C_k†C_k. Taking the expectation in ρ,

Σ_k Tr(C_k†C_kρ) = Tr(G*(X†X)ρ) = Tr(X†X G(ρ)) = 0.

So every C_k is zero.

```lean
/-- For Hermitian `H` and a positive definite stationary `ρ`, an operator annihilated by the
adjoint generator commutes with every jump. -/
theorem commute_jump {H ρ X : Matrix n n ℂ} {L : κ → Matrix n n ℂ} (hH : H.IsHermitian)
    (hρ : ρ.PosDef) (hst : lindblad H L ρ = 0) (hX : lindbladDual H L X = 0) (k : κ) :
    Commute X (L k) := by
  have hid := dissipation_identity H L X
  rw [lindbladDual_conjTranspose hH, hX, conjTranspose_zero, Matrix.mul_zero,
    Matrix.zero_mul, sub_zero, sub_zero] at hid
  -- stationarity removes the left side of the dissipation identity
  have hsum : ∑ k, ((L k * X - X * L k)ᴴ * (L k * X - X * L k) * ρ).trace = 0 := by
    rw [← Matrix.trace_sum, ← Finset.sum_mul, ← hid, ← trace_duality, hst, Matrix.mul_zero,
      Matrix.trace_zero]
  have h0 : L k * X - X * L k = 0 :=
    eq_zero_of_faithful hρ (fun k => L k * X - X * L k) hsum k
  exact (sub_eq_zero.1 h0).symm
```

The same argument for X† gives X†L_k = L_kX†, whose adjoint is L_k†X = XL_k†. With both relations,

L_k†XL_k = XL_k†L_k = L_k†L_kX,

so D*_{L_k}(X) = 0. What remains of G*(X) = 0 is i(HX − XH) = 0. Conversely, the commutation relations make both the dissipative and the Hamiltonian part vanish.

In the theorem, `hρ` states positive definiteness, `hst` states stationarity, and `Commute X H` means XH = HX. Trace one is not required of ρ.

```lean
/-- For Hermitian `H` and a positive definite stationary `ρ`, an operator is conserved exactly
when it commutes with the Hamiltonian, with every jump and with every adjoint jump. -/
theorem conserved_iff_strong_symmetry {H ρ : Matrix n n ℂ} {L : κ → Matrix n n ℂ}
    (hH : H.IsHermitian) (hρ : ρ.PosDef) (hst : lindblad H L ρ = 0) (X : Matrix n n ℂ) :
    lindbladDual H L X = 0 ↔
      Commute X H ∧ ∀ k, Commute X (L k) ∧ Commute X (L k)ᴴ := by
  -- an operator commuting with the jumps and their adjoints feels no dissipation
  have hdiss : (∀ k, Commute X (L k) ∧ Commute X (L k)ᴴ) →
      lindbladDual H L X = Complex.I • (H * X - X * H) := by
    intro h
    have hz : ∀ k, dissipatorDual (L k) X = 0 := by
      intro k
      have e1 : (L k)ᴴ * X * L k = (L k)ᴴ * L k * X := by
        rw [Matrix.mul_assoc, (h k).1.eq, Matrix.mul_assoc]
      have e2 : X * ((L k)ᴴ * L k) = (L k)ᴴ * L k * X := ((h k).2.mul_right (h k).1).eq
      rw [dissipatorDual, e1, e2]
      module
    simp only [lindbladDual, hz, Finset.sum_const_zero, add_zero]
  constructor
  · intro hX
    have hXs : lindbladDual H L Xᴴ = 0 := by
      rw [lindbladDual_conjTranspose hH, hX, conjTranspose_zero]
    have hc : ∀ k, Commute X (L k) ∧ Commute X (L k)ᴴ := by
      intro k
      refine ⟨commute_jump hH hρ hst hX k, ?_⟩
      have h := congrArg conjTranspose (commute_jump hH hρ hst hXs k).eq
      rw [conjTranspose_mul, conjTranspose_mul, conjTranspose_conjTranspose] at h
      exact h.symm
    rw [hdiss hc] at hX
    exact ⟨(sub_eq_zero.1 ((smul_eq_zero.1 hX).resolve_left Complex.I_ne_zero)).symm, hc⟩
  · rintro ⟨h, hc⟩
    rw [hdiss hc, h.eq, sub_self, smul_zero]
```

## A dephasing qubit

Take Z = diag(1, −1) as Hamiltonian and as only jump. Since Z² = 1, D_Z(ρ) = ZρZ − ρ, which vanishes for diagonal ρ. The code uses diag(2, 1), which normalises to diag(2/3, 1/3). Z itself is conserved.

```lean
/-- For a dephasing qubit, with `diag(1, -1)` as Hamiltonian and as only jump, the unnormalised
state `diag(2, 1)` is positive definite and stationary, and `diag(1, -1)` is conserved. -/
theorem conserved_iff_strong_symmetry_witness :
    (diagonal ![1, -1] : Matrix (Fin 2) (Fin 2) ℂ).IsHermitian ∧
    (diagonal ![2, 1] : Matrix (Fin 2) (Fin 2) ℂ).PosDef ∧
    lindblad (diagonal ![1, -1]) (fun _ : Fin 1 => diagonal ![1, -1]) (diagonal ![2, 1]) = 0 ∧
    lindbladDual (diagonal ![1, -1]) (fun _ : Fin 1 => diagonal ![1, -1])
      (diagonal ![1, -1]) = 0 := by
  refine ⟨?_, Matrix.PosDef.diagonal (by intro i; fin_cases i <;> simp), ?_, ?_⟩
  · ext i j
    fin_cases i <;> fin_cases j <;> simp [conjTranspose_apply]
  · ext i j
    fin_cases i <;> fin_cases j <;>
      simp [lindblad, dissipator, diagonal_conjTranspose] <;> norm_num
  · ext i j
    fin_cases i <;> fin_cases j <;>
      simp [lindbladDual, dissipatorDual, diagonal_conjTranspose] <;> norm_num
```

## Decay into two levels

Number three levels 0, 1, 2 as in Lean, and let level 2 decay at equal rates through L_0 = |0⟩⟨2| and L_1 = |1⟩⟨2|.

```lean
/-- Jumps by which the third of three levels decays into the first and into the second. -/
def decayJumps : Fin 2 → Matrix (Fin 3) (Fin 3) ℂ :=
  ![!![0, 0, 1; 0, 0, 0; 0, 0, 0], !![0, 0, 0; 0, 0, 1; 0, 0, 0]]
```

With H = 0, the state diag(1, 0, 0) is stationary, because both jumps annihilate it. For X = diag(2, 0, 1),

G*(X) = (2 + 0 − 2·1)|2⟩⟨2| = 0
XL_0 − L_0X = (2 − 1)|0⟩⟨2| ≠ 0.

The value of X in level 2 is the average of its values in the two final levels, so decay preserves the mean of X without commuting with it. A stationary density matrix that is merely positive semidefinite is therefore not enough for the equivalence.

```lean
/-- A stationary state that is only positive semidefinite does not suffice: for the decay jumps
without Hamiltonian, `diag(1, 0, 0)` is stationary and the observable `diag(2, 0, 1)` is
conserved, yet it does not commute with the first jump. -/
theorem faithfulness_needed :
    (diagonal ![1, 0, 0] : Matrix (Fin 3) (Fin 3) ℂ).PosSemidef ∧
    lindblad 0 decayJumps (diagonal ![1, 0, 0]) = 0 ∧
    lindbladDual 0 decayJumps (diagonal ![2, 0, 1]) = 0 ∧
    ¬ Commute (diagonal ![2, 0, 1]) (decayJumps 0) := by
  refine ⟨Matrix.PosSemidef.diagonal (by intro i; fin_cases i <;> simp), ?_, ?_, ?_⟩
  · ext i j
    fin_cases i <;> fin_cases j <;>
      simp [-Matrix.cons_mul, lindblad, dissipator, decayJumps, Fin.sum_univ_two, Matrix.mul_apply,
        Fin.sum_univ_three, diagonal_apply]
  · ext i j
    fin_cases i <;> fin_cases j <;>
      simp [lindbladDual, dissipatorDual, decayJumps, Fin.sum_univ_two, Matrix.mul_apply,
        Fin.sum_univ_three, diagonal_apply]
    norm_num
  · intro h
    have h02 := congrFun (congrFun h.eq 0) 2
    simp [decayJumps, Matrix.mul_apply, diagonal_apply] at h02

end

end LindbladConservedObservables
```

```lean
#print axioms LindbladConservedObservables.conserved_iff_strong_symmetry
#print axioms LindbladConservedObservables.faithfulness_needed
```

```
'LindbladConservedObservables.conserved_iff_strong_symmetry' depends on axioms: [propext, Classical.choice, Quot.sound]
'LindbladConservedObservables.faithfulness_needed' depends on axioms: [propext, Classical.choice, Quot.sound]
```
